# Every unitary character of a lattice is a Bloch phase, with a wavevector unique up to the reciprocal lattice

A band-structure calculation for non-interacting electrons in a perfect crystal can restrict its wavevectors to a single primitive cell of reciprocal space, and fold any wavevector outside the cell back into it. As far as translation phases are concerned, two facts justify this: the cell contains a wavevector for every possible set of phases, and folding leaves the phases unchanged. The problems below establish both in any finite dimension. They concern the labels of the states; energies and Hamiltonians do not enter.

## Lattice vectors, reciprocal basis and phases

Let $n$ be a finite index set, one index for each dimension, and let $A$ be a real square matrix whose columns are the primitive vectors.

```lean
import Mathlib

open Matrix
open scoped Real

namespace BlochCharacters

noncomputable section

variable {n : Type*} [Fintype n] [DecidableEq n]
```

An integer vector $m\in\mathbb Z^n$ labels the lattice translation $Am$. In Lean this is `latticeVec A m`, where `*ᵥ` multiplies a matrix by a vector.

```lean
/-- The linear combination of the columns of `A` with integer coefficients `m`. It is a lattice
vector when the columns are linearly independent. -/
def latticeVec (A : Matrix n n ℝ) (m : n → ℤ) : n → ℝ :=
  A *ᵥ (fun j => (m j : ℝ))
```

The reciprocal basis is $B=2\pi(A^{-1})^{\mathsf T}$, again with the basis vectors as columns. This is the convention that includes the factor $2\pi$.

```lean
/-- The reciprocal basis `2π (A⁻¹)ᵀ` of an invertible basis matrix `A`. -/
def reciprocal (A : Matrix n n ℝ) : Matrix n n ℝ :=
  (2 * π) • (A⁻¹)ᵀ
```

A character is a map $\chi$ from $\mathbb Z^n$ to the unit complex numbers with $\chi(a+b)=\chi(a)\chi(b)$. Its type is `AddChar (n → ℤ) Circle`. Unit modulus is part of this type: it expresses that translations act unitarily, and it leaves out evanescent states, which grow or decay from cell to cell.

For a real wavevector $k$, let $\chi_k(m)$ be the point of the unit circle at angle $k\cdot(Am)$. Since $A(a+b)=Aa+Ab$, the angles add and the phases multiply, so $\chi_k$ is a character. The definition of `blochChar A k` includes this check.

```lean
/-- The character of the translation group that assigns to the lattice translation `A m`
the phase `exp(i k·(A m))`. -/
def blochChar (A : Matrix n n ℝ) (k : n → ℝ) : AddChar (n → ℤ) Circle where
  toFun m := Circle.exp (k ⬝ᵥ latticeVec A m)
  map_zero_eq_one' := by
    simp [latticeVec, Matrix.mulVec, dotProduct]
  map_add_eq_mul' a b := by
    have h : latticeVec A (a + b) = latticeVec A a + latticeVec A b := by
      ext i
      simp [latticeVec, Matrix.mulVec, dotProduct, mul_add, Finset.sum_add_distrib]
    rw [h, dotProduct_add, Circle.exp_add]
```

From part (b) onwards, wherever `hA : IsUnit A.det` appears, it says that $\det A\neq0$, so the primitive vectors are linearly independent.

## (a) The phase as a complex number

Write the value of $\chi_k$ as a complex exponential:
$$\chi_k(m)=e^{\,i k\cdot(Am)} .$$

The point of the unit circle at angle $\theta$ is $e^{i\theta}$, and here $\theta=k\cdot(Am)$. In Lean, `(blochChar A k m : ℂ)` regards the element of `Circle` as a complex number, and `Circle.coe_exp` is this formula.

```lean
omit [DecidableEq n] in
/-- The Bloch character written as a complex exponential. -/
theorem blochChar_apply (A : Matrix n n ℝ) (k : n → ℝ) (m : n → ℤ) :
    (blochChar A k m : ℂ) =
      Complex.exp (((k ⬝ᵥ latticeVec A m : ℝ) : ℂ) * Complex.I) :=
  Circle.coe_exp _
```

## (b) Scalar products in dual coordinates

Let $c$ and $x$ be real coordinate vectors. Express the scalar product of $Bc$ and $Ax$ through the coordinates alone:
$$(Bc)\cdot(Ax)=2\pi\,c\cdot x .$$

First,
$$A^{\mathsf T}B=2\pi A^{\mathsf T}(A^{-1})^{\mathsf T}=2\pi(A^{-1}A)^{\mathsf T}=2\pi I .$$
Moving $A$ to the other factor then gives $(Bc)\cdot(Ax)=(A^{\mathsf T}Bc)\cdot x=2\pi\,c\cdot x$. The Lean proof records the matrix identity as `hd` and then moves $A$ in the same way.

```lean
/-- Duality of direct and reciprocal bases: the scalar product of `B c` and `A x`
is `2π` times the scalar product of the coordinates. -/
theorem reciprocal_dotProduct {A : Matrix n n ℝ} (hA : IsUnit A.det) (c x : n → ℝ) :
    (reciprocal A *ᵥ c) ⬝ᵥ (A *ᵥ x) = 2 * π * (c ⬝ᵥ x) := by
  have hd : Aᵀ * reciprocal A = (2 * π) • (1 : Matrix n n ℝ) := by
    rw [reciprocal, Matrix.mul_smul, ← Matrix.transpose_mul,
      Matrix.nonsing_inv_mul _ hA, Matrix.transpose_one]
  rw [Matrix.dotProduct_mulVec, ← Matrix.mulVec_transpose, Matrix.mulVec_mulVec, hd,
    Matrix.smul_mulVec, Matrix.one_mulVec, smul_dotProduct, smul_eq_mul]
```

## (c) Characters and the primitive translations

Let $e_j$ be the integer vector with 1 in place $j$ and 0 elsewhere, written `Pi.single j 1` in Lean. Show that the values on these vectors determine a character:
$$\chi(e_j)=\chi'(e_j)\ \text{for all } j\quad\Longrightarrow\quad\chi=\chi' .$$

Since $m=\sum_j m_je_j$, and a character turns sums into products and integer multiples into powers,
$$\chi(m)=\prod_j\chi(e_j)^{m_j}.$$
The same formula holds for $\chi'$, and the right-hand sides agree. In the code `key` is the product formula. It is proved by induction on the set of indices in the sum, adding one primitive direction at a time.

```lean
/-- Two characters of the translation group are equal if they agree on the
primitive translations. -/
theorem char_ext {χ χ' : AddChar (n → ℤ) Circle}
    (h : ∀ j, χ (Pi.single j 1) = χ' (Pi.single j 1)) : χ = χ' := by
  -- a character is the product of powers of its values on the primitive translations
  have key : ∀ (φ : AddChar (n → ℤ) Circle) (m : n → ℤ),
      φ m = ∏ j, φ (Pi.single j 1) ^ m j := by
    intro φ m
    have hm : ∑ j, m j • (Pi.single j 1 : n → ℤ) = m := by
      ext i
      simp [Finset.sum_apply, Pi.single_apply]
    have hs : ∀ s : Finset n, φ (∑ j ∈ s, m j • (Pi.single j 1 : n → ℤ)) =
        ∏ j ∈ s, φ (Pi.single j 1) ^ m j := by
      intro s
      induction s using Finset.induction_on with
      | empty => simp
      | insert a s ha ih =>
        rw [Finset.sum_insert ha, Finset.prod_insert ha, AddChar.map_add_eq_mul, ih,
          AddChar.map_zsmul_eq_zpow]
    calc φ m = φ (∑ j, m j • (Pi.single j 1 : n → ℤ)) := by rw [hm]
      _ = ∏ j, φ (Pi.single j 1) ^ m j := hs Finset.univ
  refine DFunLike.ext _ _ fun m => ?_
  rw [key χ m, key χ' m]
  simp only [h]
```

## (d) Phases from reciprocal coordinates

Let $\kappa$ be a real coordinate vector. Find the phase that the wavevector $B\kappa$ assigns to the $j$-th primitive translation:
$$\chi_{B\kappa}(e_j)=e^{2\pi i\kappa_j}.$$

By (b), the angle is $(B\kappa)\cdot(Ae_j)=2\pi\,\kappa\cdot e_j=2\pi\kappa_j$. Lean rewrites with `reciprocal_dotProduct` and evaluates the remaining scalar product.

```lean
/-- The wavevector with reciprocal coordinates `κ` gives the phase `exp(2πi κ j)` on the
`j`-th primitive translation. -/
theorem blochChar_primitive {A : Matrix n n ℝ} (hA : IsUnit A.det) (κ : n → ℝ) (j : n) :
    blochChar A (reciprocal A *ᵥ κ) (Pi.single j 1) = Circle.exp (2 * π * κ j) := by
  change Circle.exp ((reciprocal A *ᵥ κ) ⬝ᵥ latticeVec A (Pi.single j 1)) = _
  rw [latticeVec, reciprocal_dotProduct hA]
  have h : κ ⬝ᵥ (fun i => ((Pi.single j 1 : n → ℤ) i : ℝ)) = κ j := by
    simp [dotProduct, Pi.single_apply]
  rw [h]
```

## (e) Reciprocal coordinates for every wavevector

Show that each real $k$ has coordinates in the reciprocal basis:
$$\text{for every } k \text{ there is a } \kappa \text{ with } B\kappa=k .$$

Take $\kappa=A^{\mathsf T}k/(2\pi)$. Then
$$B\kappa=(A^{-1})^{\mathsf T}A^{\mathsf T}k=(AA^{-1})^{\mathsf T}k=k .$$
The Lean proof supplies this $\kappa$ and cancels the factors in the same order.

```lean
/-- Every wavevector has coordinates in the reciprocal basis. -/
theorem exists_coords {A : Matrix n n ℝ} (hA : IsUnit A.det) (k : n → ℝ) :
    ∃ κ : n → ℝ, reciprocal A *ᵥ κ = k := by
  refine ⟨(2 * π)⁻¹ • (Aᵀ *ᵥ k), ?_⟩
  rw [reciprocal, Matrix.smul_mulVec, Matrix.mulVec_smul, smul_smul,
    mul_inv_cancel₀ Real.two_pi_pos.ne', one_smul, Matrix.mulVec_mulVec,
    ← Matrix.transpose_mul, Matrix.mul_nonsing_inv _ hA, Matrix.transpose_one,
    Matrix.one_mulVec]
```

## (f) Equal characters in coordinates

Decide when two coordinate vectors $\kappa,\kappa'$ give the same character:
$$\chi_{B\kappa}=\chi_{B\kappa'}\iff \kappa_j=\kappa'_j+g_j\ \text{for all } j,\ \text{with some } g\in\mathbb Z^n .$$

If the characters agree, evaluate both on $e_j$. By (d), $e^{2\pi i\kappa_j}=e^{2\pi i\kappa'_j}$, so $2\pi\kappa_j=2\pi\kappa'_j+2\pi g_j$ for some integer $g_j$. Division by $2\pi$ gives the claim. Conversely, integer differences give equal phases on every $e_j$, and by (c) the characters are equal.

In Lean, `Circle.exp_eq_exp` turns equality of phases into equality of angles up to a multiple of $2\pi$, and `choose` collects the integers $g_j$ into one vector.

```lean
/-- Two wavevectors give the same character exactly when their reciprocal coordinates
differ by integers. -/
theorem blochChar_coords_iff {A : Matrix n n ℝ} (hA : IsUnit A.det) (κ κ' : n → ℝ) :
    blochChar A (reciprocal A *ᵥ κ) = blochChar A (reciprocal A *ᵥ κ') ↔
      ∃ g : n → ℤ, ∀ j, κ j = κ' j + g j := by
  constructor
  · intro h
    have hj : ∀ j, ∃ m : ℤ, κ j = κ' j + m := by
      intro j
      have h1 := DFunLike.congr_fun h (Pi.single j 1)
      rw [blochChar_primitive hA, blochChar_primitive hA, Circle.exp_eq_exp] at h1
      obtain ⟨m, hm⟩ := h1
      refine ⟨m, mul_left_cancel₀ Real.two_pi_pos.ne' ?_⟩
      linear_combination hm
    choose g hg using hj
    exact ⟨g, hg⟩
  · rintro ⟨g, hg⟩
    refine char_ext fun j => ?_
    rw [blochChar_primitive hA, blochChar_primitive hA, Circle.exp_eq_exp]
    exact ⟨g j, by rw [hg j]; ring⟩
```

## (g) A wavevector for a given character

Show that no character is missed:
$$\text{for every } \chi \text{ there is a real } k \text{ with } \chi=\chi_k .$$

Write $\chi(e_j)=e^{i\theta_j}$ with $\theta_j$ the argument of $\chi(e_j)$, and set $\kappa_j=\theta_j/(2\pi)$, $k=B\kappa$. By (d), $\chi_k(e_j)=e^{i\theta_j}=\chi(e_j)$, and (c) extends the equality to all translations. The code makes the same choice with `Complex.arg`, whose values lie in $(-\pi,\pi]$.

```lean
/-- Every character of the translation group is the Bloch character of some real wavevector. -/
theorem exists_wavevector {A : Matrix n n ℝ} (hA : IsUnit A.det)
    (χ : AddChar (n → ℤ) Circle) : ∃ k : n → ℝ, χ = blochChar A k := by
  -- the arguments of the primitive phases are the reciprocal coordinates times 2π
  refine ⟨reciprocal A *ᵥ fun j => Complex.arg (χ (Pi.single j 1) : ℂ) / (2 * π),
    char_ext fun j => ?_⟩
  rw [blochChar_primitive hA, mul_div_cancel₀ _ Real.two_pi_pos.ne', Circle.exp_arg]
```

## (h) The classification of characters

Combine the previous parts into a statement about wavevectors. First, every $\chi$ has some real $k$ with
$$\chi(m)=e^{\,ik\cdot(Am)}\quad\text{for all } m\in\mathbb Z^n .$$
Second, for all real $k,k'$,
$$e^{\,ik\cdot(Am)}=e^{\,ik'\cdot(Am)}\ \text{for all } m\iff k-k'=Bg\ \text{for some } g\in\mathbb Z^n .$$

The first claim is (g) written out with (a). For the second, use (e) to write $k=B\kappa$ and $k'=B\kappa'$. If the phases agree, (f) gives $\kappa-\kappa'=g$ with integer entries, hence $k-k'=B(\kappa-\kappa')=Bg$. Conversely, if $k-k'=Bg$, then $k=B(\kappa'+g)$. The coordinates $\kappa'+g$ and $\kappa'$ differ by integers, so (f) gives equal characters.

In `bloch_classification` the reciprocal lattice vector $Bg$ is `latticeVec (reciprocal A) g`: the same construction as for the direct lattice, applied to the other basis. The proof treats the two claims in turn, and for the second it follows the two directions above.

```lean
/-- Every homomorphism from the lattice translations to the unit complex numbers has the form
`exp(i k·(A m))`, and two wavevectors give the same phases exactly when they differ by a
reciprocal lattice vector. -/
theorem bloch_classification {A : Matrix n n ℝ} (hA : IsUnit A.det) :
    (∀ χ : AddChar (n → ℤ) Circle, ∃ k : n → ℝ, ∀ m,
      (χ m : ℂ) = Complex.exp (((k ⬝ᵥ latticeVec A m : ℝ) : ℂ) * Complex.I)) ∧
    ∀ k k' : n → ℝ,
      (∀ m, Complex.exp (((k ⬝ᵥ latticeVec A m : ℝ) : ℂ) * Complex.I) =
        Complex.exp (((k' ⬝ᵥ latticeVec A m : ℝ) : ℂ) * Complex.I)) ↔
      ∃ g : n → ℤ, k - k' = latticeVec (reciprocal A) g := by
  refine ⟨fun χ => ?_, fun k k' => ?_⟩
  · obtain ⟨k, rfl⟩ := exists_wavevector hA χ
    exact ⟨k, blochChar_apply A k⟩
  · simp only [← blochChar_apply]
    obtain ⟨κ, rfl⟩ := exists_coords hA k
    obtain ⟨κ', rfl⟩ := exists_coords hA k'
    constructor
    · intro h
      obtain ⟨g, hg⟩ := (blochChar_coords_iff hA κ κ').1
        (DFunLike.ext _ _ fun m => Circle.ext (h m))
      have hv : κ - κ' = fun j => (g j : ℝ) :=
        funext fun j => by rw [Pi.sub_apply, hg j]; ring
      exact ⟨g, by rw [latticeVec, ← Matrix.mulVec_sub, hv]⟩
    · rintro ⟨g, hg⟩ m
      -- shift the reciprocal coordinates by the integers g
      have hs : reciprocal A *ᵥ κ = reciprocal A *ᵥ (κ' + fun j => (g j : ℝ)) := by
        rw [Matrix.mulVec_add]
        exact sub_eq_iff_eq_add'.1 hg
      have he : blochChar A (reciprocal A *ᵥ κ) = blochChar A (reciprocal A *ᵥ κ') := by
        rw [hs]
        exact (blochChar_coords_iff hA (κ' + fun j => (g j : ℝ)) κ').2 ⟨g, fun _ => rfl⟩
      exact congrArg (fun φ : AddChar (n → ℤ) Circle => (φ m : ℂ)) he
```

## (i) One representative in the primitive cell

Show that folding gives a unique label:
$$\text{for every } \chi \text{ there is exactly one } \kappa\in[0,1)^n \text{ with } \chi=\chi_{B\kappa}.$$

By (g) and (e), $\chi=\chi_{B\kappa}$ for some real $\kappa$. Replace each $\kappa_j$ by its fractional part $\kappa_j-\lfloor\kappa_j\rfloor$; by (f) the character stays the same. If two vectors in $[0,1)^n$ give the same character, their entries differ by integers of absolute value less than 1, so they are equal.

The Lean proof uses `Int.fract` for the fractional part and `Int.fract_eq_iff` for uniqueness. The cell is the parallelepiped spanned by the reciprocal basis vectors, which in general has a different shape from the first Brillouin zone.

```lean
/-- Each character has exactly one wavevector whose reciprocal coordinates all lie
in the interval `[0, 1)`. -/
theorem existsUnique_in_cell {A : Matrix n n ℝ} (hA : IsUnit A.det)
    (χ : AddChar (n → ℤ) Circle) :
    ∃! κ : n → ℝ, (∀ j, 0 ≤ κ j ∧ κ j < 1) ∧ χ = blochChar A (reciprocal A *ᵥ κ) := by
  obtain ⟨k, rfl⟩ := exists_wavevector hA χ
  obtain ⟨κ, rfl⟩ := exists_coords hA k
  refine ⟨fun j => Int.fract (κ j),
    ⟨fun j => ⟨Int.fract_nonneg _, Int.fract_lt_one _⟩, ?_⟩, ?_⟩
  · exact (blochChar_coords_iff hA _ _).2
      ⟨fun j => ⌊κ j⌋, fun j => (Int.fract_add_floor (κ j)).symm⟩
  · rintro y ⟨hy, hχ⟩
    obtain ⟨g, hg⟩ := (blochChar_coords_iff hA _ _).1 hχ
    funext j
    -- two numbers in [0, 1) that differ by an integer are equal
    have h : Int.fract (κ j) = y j :=
      Int.fract_eq_iff.2 ⟨(hy j).1, (hy j).2, g j, by rw [hg j]; ring⟩
    exact h.symm
```

The same argument counts the wavevectors of a finite periodic crystal; this count is done by hand and has no Lean proof here. Let $N_j\ge1$ be integers and require $\chi(N_je_j)=1$ for every $j$. By (d), this means $e^{2\pi iN_j\kappa_j}=1$, so in the cell $\kappa_j$ is one of $0,1/N_j,\dots,(N_j-1)/N_j$. There are $\prod_jN_j$ such wavevectors, as many as there are primitive cells in the periodic crystal.

## (j) From translation phases to Bloch waves

Let $\psi$ be a complex function of position with $\psi(r+Am)=\chi(m)\psi(r)$ for all $r$ and $m$. Show that there are a real $k$ with $\chi=\chi_k$ and a function $u$ such that
$$\psi(r)=e^{ik\cdot r}u(r),\qquad u(r+Am)=u(r).$$

Take $k$ from (g) and set $u(r)=e^{-ik\cdot r}\psi(r)$. The first equation is immediate. For the second,
$$u(r+Am)=e^{-ik\cdot r}e^{-ik\cdot(Am)}\,e^{ik\cdot(Am)}\psi(r)=u(r).$$
Lean defines the same $u$ and combines the exponentials with `Complex.exp_add`.

The transformation law of $\psi$ is the hypothesis `h`. In Bloch's theorem for an electron in a periodic potential, it comes from choosing energy eigenstates that are also eigenstates of the translations. That step needs the Hamiltonian, whereas `bloch_wave` starts from the law itself and asks neither continuity nor normalisation of $\psi$.

```lean
/-- A function that is multiplied by `χ m` under each lattice translation `A m` is a plane wave
times a lattice-periodic function, and the wavevector of the plane wave represents `χ`. -/
theorem bloch_wave {A : Matrix n n ℝ} (hA : IsUnit A.det) (χ : AddChar (n → ℤ) Circle)
    (ψ : (n → ℝ) → ℂ) (h : ∀ r m, ψ (r + latticeVec A m) = (χ m : ℂ) * ψ r) :
    ∃ (k : n → ℝ) (u : (n → ℝ) → ℂ), χ = blochChar A k ∧
      (∀ r m, u (r + latticeVec A m) = u r) ∧
      ∀ r, ψ r = Complex.exp (((k ⬝ᵥ r : ℝ) : ℂ) * Complex.I) * u r := by
  obtain ⟨k, rfl⟩ := exists_wavevector hA χ
  refine ⟨k, fun r => Complex.exp (-(((k ⬝ᵥ r : ℝ) : ℂ) * Complex.I)) * ψ r, rfl,
    fun r m => ?_, fun r => ?_⟩
  · change Complex.exp (-(((k ⬝ᵥ (r + latticeVec A m) : ℝ) : ℂ) * Complex.I)) *
      ψ (r + latticeVec A m) = Complex.exp (-(((k ⬝ᵥ r : ℝ) : ℂ) * Complex.I)) * ψ r
    rw [h, blochChar_apply, dotProduct_add, ← mul_assoc, ← Complex.exp_add]
    congr 2
    push_cast
    ring
  · change ψ r = Complex.exp (((k ⬝ᵥ r : ℝ) : ℂ) * Complex.I) *
      (Complex.exp (-(((k ⬝ᵥ r : ℝ) : ℂ) * Complex.I)) * ψ r)
    rw [← mul_assoc, ← Complex.exp_add, add_neg_cancel, Complex.exp_zero, one_mul]

end

end BlochCharacters
```

```lean
#print axioms BlochCharacters.bloch_classification
-- 'BlochCharacters.bloch_classification' depends on axioms: [propext, Classical.choice, Quot.sound]
#print axioms BlochCharacters.existsUnique_in_cell
-- 'BlochCharacters.existsUnique_in_cell' depends on axioms: [propext, Classical.choice, Quot.sound]
#print axioms BlochCharacters.bloch_wave
-- 'BlochCharacters.bloch_wave' depends on axioms: [propext, Classical.choice, Quot.sound]
```
